# Integrating the derivative of Q(x)e^(−kx) over a half-line, for Q a polynomial of degree at most four

Integrals of a polynomial times a decaying exponential occur as radial integrals for hydrogen-like orbitals, but the lemma here is pure calculus and assumes no physical model. Let k > 0, let a be any real number, and let Q(x) = q0 + q1 x + q2 x² + q3 x³ + q4 x⁴ have real coefficients. If f agrees for x > a with the derivative of Q(x)e^(−kx), written out as (Q′(x) − kQ(x))e^(−kx), then f is integrable on (a, ∞) and its integral there is −Q(a)e^(−ka). The attempt first shows, for every natural number n, that xⁿe^(−kx) is integrable on the half-line and tends to zero at infinity, because exponentials outgrow powers. The cases n = 0 to 4 give the integrability of f and the limit zero of Q(x)e^(−kx). It then differentiates Q(x)e^(−kx) and applies the fundamental theorem of calculus on the half-line.

An attempt in Lean 4 with a fault in it:

```lean
import Mathlib

open MeasureTheory Set Filter Asymptotics
open scoped Real Topology

namespace HydrogenExchangeHole

noncomputable section

/-- The integral over a half line of a function that is there the derivative of a quartic
polynomial times a decaying exponential, together with its integrability. -/
theorem integral_quartic_exp {k a : ℝ} {f : ℝ → ℝ} (hk : 0 < k) (q0 q1 q2 q3 q4 : ℝ)
    (hf : ∀ x, a < x → f x = ((q1 - k * q0) + (2 * q2 - k * q1) * x + (3 * q3 - k * q2) * x ^ 2
      + (4 * q4 - k * q3) * x ^ 3 - k * q4 * x ^ 4) * Real.exp (-(k * x))) :
    IntegrableOn f (Ioi a) ∧ ∫ x in Ioi a, f x =
      -((q0 + q1 * a + q2 * a ^ 2 + q3 * a ^ 3 + q4 * a ^ 4) * Real.exp (-(k * a))) := by
  -- each monomial times the exponential is integrable and vanishes at infinity
  have hm : ∀ n : ℕ, Integrable (fun x : ℝ => x ^ n * Real.exp (-(k * x)))
      (volume.restrict (Ioi a)) := by
    intro n
    have h : (fun x : ℝ => x ^ n) =o[atTop] fun x => Real.exp (k / 2 * x) :=
      isLittleO_pow_exp_pos_mul_atTop (half_pos hk)
    refine integrable_of_isBigO_exp_neg (half_pos hk) (by fun_prop) ?_
    refine (h.isBigO.mul (isBigO_refl (fun x => Real.exp (-(k * x))) atTop)).congr_right
      fun x => ?_
    show Real.exp (k / 2 * x) * Real.exp (-(k * x)) = Real.exp (-(k / 2) * x)
    rw [← Real.exp_add]
    congr 1
    ring
  have ht : ∀ n : ℕ, Tendsto (fun x : ℝ => x ^ n * Real.exp (-(k * x))) atTop (𝓝 0) := by
    intro n
    have h : (fun x : ℝ => x ^ n) =o[atTop] fun x => Real.exp (k * x) :=
      isLittleO_pow_exp_pos_mul_atTop hk
    exact h.tendsto_div_nhds_zero.congr fun x => by rw [Real.exp_neg, div_eq_mul_inv]
  have hlim := (((((ht 0).const_mul q0).add ((ht 1).const_mul q1)).add
    ((ht 2).const_mul q2)).add ((ht 3).const_mul q3)).add ((ht 4).const_mul q4)
  simp only [mul_zero, add_zero] at hlim
  have hint : IntegrableOn f (Ioi a) := by
    have h := (((((hm 0).const_mul (q1 - k * q0)).add ((hm 1).const_mul (2 * q2 - k * q1))).add
      ((hm 2).const_mul (3 * q3 - k * q2))).add ((hm 3).const_mul (4 * q4 - k * q3))).add
      ((hm 4).const_mul (-(k * q4)))
    refine IntegrableOn.congr_fun h (fun x hx => ?_) measurableSet_Ioi
    rw [hf x hx]
    simp only [Pi.add_apply]
    ring
  refine ⟨hint, ?_⟩
  have hd : ∀ x : ℝ, HasDerivAt (fun x => (q0 + q1 * x + q2 * x ^ 2 + q3 * x ^ 3 + q4 * x ^ 4)
      * Real.exp (-(k * x))) (((q1 - k * q0) + (2 * q2 - k * q1) * x + (3 * q3 - k * q2) * x ^ 2
      + (4 * q4 - k * q3) * x ^ 3 - k * q4 * x ^ 4) * Real.exp (-(k * x))) x := by
    intro x
    have hp : HasDerivAt (fun x => q0 + q1 * x + q2 * x ^ 2 + q3 * x ^ 3 + q4 * x ^ 4)
        (q1 + 2 * q2 * x + 3 * q3 * x ^ 2 + 4 * q4 * x ^ 3) x :=
      ((((((hasDerivAt_id' x).const_mul q1).const_add q0).fun_add
        ((hasDerivAt_pow 2 x).const_mul q2)).fun_add ((hasDerivAt_pow 3 x).const_mul q3)).fun_add
        ((hasDerivAt_pow 4 x).const_mul q4)).congr_deriv (by push_cast; ring)
    exact (hp.fun_mul ((hasDerivAt_id' x).const_mul k).fun_neg.exp).congr_deriv (by ring)
  rw [setIntegral_congr_fun measurableSet_Ioi (fun x hx => hf x hx),
    integral_Ioi_of_hasDerivAt_of_tendsto' (fun x _ => hd x)
      (hint.congr_fun (fun x hx => hf x hx) measurableSet_Ioi)
      (hlim.congr fun x => by ring), zero_sub]

end

end HydrogenExchangeHole
```

Lean reports:

```
Main.lean:22:38: error: Application type mismatch: The argument
  half_pos hk
has type
  0 < k / 2
of sort `Prop` but is expected to have type
  ℕ
of sort `Type` in the application
  @isLittleO_pow_exp_pos_mul_atTop (half_pos hk)
Main.lean:33:38: error: Application type mismatch: The argument
  hk
has type
  0 < k
of sort `Prop` but is expected to have type
  ℕ
of sort `Type` in the application
  @isLittleO_pow_exp_pos_mul_atTop hk
```

Lean accepts the file once it reads:

```diff
@@ -20,5 +20,5 @@
     intro n
     have h : (fun x : ℝ => x ^ n) =o[atTop] fun x => Real.exp (k / 2 * x) :=
-      isLittleO_pow_exp_pos_mul_atTop (half_pos hk)
+      isLittleO_pow_exp_pos_mul_atTop n (half_pos hk)
     refine integrable_of_isBigO_exp_neg (half_pos hk) (by fun_prop) ?_
     refine (h.isBigO.mul (isBigO_refl (fun x => Real.exp (-(k * x))) atTop)).congr_right
@@ -31,5 +31,5 @@
     intro n
     have h : (fun x : ℝ => x ^ n) =o[atTop] fun x => Real.exp (k * x) :=
-      isLittleO_pow_exp_pos_mul_atTop hk
+      isLittleO_pow_exp_pos_mul_atTop n hk
     exact h.tendsto_div_nhds_zero.congr fun x => by rw [Real.exp_neg, div_eq_mul_inv]
   have hlim := (((((ht 0).const_mul q0).add ((ht 1).const_mul q1)).add
```

Both errors have the same cause. The lemma `isLittleO_pow_exp_pos_mul_atTop` says that a power of x is negligible against a growing exponential as x tends to infinity. Its first explicit argument is the exponent, a natural number, and the proof that the exponential's rate is positive comes after it. The attempt left out the exponent, so Lean took the positivity proof for it: `half_pos hk`, a proof of `0 < k / 2`, in the call inside `hm`, and `hk`, a proof of `0 < k`, in the call inside `ht`. Each message says that a proof was given where a term of type `ℕ` was expected.

The stated type of `h` already shows that the power is `n`, but explicit arguments are filled by position, so the exponent cannot simply be skipped. The repair writes `n` before the positivity proof in both calls. The exponent is then `n`, the positivity proof fixes the rate (`k / 2` or `k`), and the result has the stated type of `h`.
